# Projection onto a space containing n Krylov blocks conserves 2n self-energy moments of a Hermitian auxiliary Hamiltonian

Couple one orbital, with unit strength, to the first of two auxiliary sites joined by unit hopping. The moment of order $k$ of its self-energy is the amplitude for starting on site 1, applying the hopping matrix $k$ times and ending on site 1. For $k=0,1,2$ this gives $1,0,1$. Now keep only site 1. The compressed Hamiltonian is the number $0$, and the moments become $1,0,0$. Orders 0 and 1 survive because at most one application of the Hamiltonian stands between two retained vectors. Order 2 needs a visit to the discarded site.

## Two moments for each Krylov block

Let $A$ be the Hermitian Hamiltonian of the auxiliary states and $V$ the matrix that couples them to the orbitals. The frequency-dependent part of the self-energy is $\Sigma(\omega)=V^*(\omega-A)^{-1}V$, with moments $M_k=V^*A^kV$; the star denotes the conjugate transpose. Let $Q$ have orthonormal columns, $Q^*Q=1$, and a range containing the columns of $A^jV$ for all $j<n$. Define $T=Q^*AQ$ and $U=Q^*V$. Here $U$ is a coupling, neither a unitary matrix nor a Hubbard interaction. Then

$$V^*A^kV=U^*T^kU\qquad\text{for all } k<2n .$$

## Shrinking the auxiliary space of a GW calculation

When the correlation part of a GW self-energy is written with a finite Hermitian auxiliary Hamiltonian, a code can replace $(A,V)$ by the smaller pair $(T,U)$ before diagonalising, and the identity says which moments stay exact. The number $n$ counts the starting block $V$: with $q$ further blocks, $n=q+1$. Comparing $V^*A^kV$ with $U^*T^kU$ for $k<2n$ is a direct check on an implementation.

## From Krylov blocks to moments, error and Green's function

**Blocks.** If $A^jV=QC$, then $QQ^*A^jV=Q(Q^*Q)C=A^jV$. For $n\ge1$ this gives $QU=QQ^*V=V$. If $QT^jU=A^jV$ and $j+1<n$, then

$$QT^{j+1}U=QQ^*A(QT^jU)=QQ^*A^{j+1}V=A^{j+1}V .$$

Hence $QT^jU=A^jV$ for all $j<n$.

**Moments.** Both $A$ and $T$ are Hermitian. For $i<n$,

$$M_{2i}=(A^iV)^*(A^iV)=(T^iU)^*Q^*Q(T^iU)=U^*T^{2i}U,$$

$$M_{2i+1}=(A^iV)^*A(A^iV)=(T^iU)^*Q^*AQ(T^iU)=U^*T^{2i+1}U .$$

**Error.** Suppose $\omega$ is an eigenvalue of neither $A$ nor $T$. From $\omega(\omega-A)^{-1}=1+A(\omega-A)^{-1}$,

$$\omega\,V^*A^N(\omega-A)^{-1}V=M_N+V^*A^{N+1}(\omega-A)^{-1}V .$$

The same holds for $(T,U)$. Subtracting the two and repeating for $N=0,\dots,2n-1$ cancels the equal moments:

$$\omega^{2n}\bigl[\Sigma(\omega)-U^*(\omega-T)^{-1}U\bigr]=V^*A^{2n}(\omega-A)^{-1}V-U^*T^{2n}(\omega-T)^{-1}U .$$

**Green's function.** Let $F$ be the orbital Hamiltonian, including any static self-energy such as exchange, and $H=\begin{pmatrix}F&V^*\\V&A\end{pmatrix}$. The Green's function moments are the orbital blocks $G_j$ of $H^j$. With $B_j$ the auxiliary-orbital block,

$$G_{j+1}=FG_j+V^*B_j,\qquad V^*A^iB_{j+1}=M_iG_j+V^*A^{i+1}B_j,$$

starting from $G_0=1$, $B_0=0$. The compressed problem obeys the same recursion with the same $M_i$ for $i<2n$. By induction on $j$, $V^*A^iB_j$ agrees with its compressed version for $i+j\le 2n$, and $G_j$ does so for $j\le 2n+1$, whatever $F$ is.

## The Lean file and its reading

```lean
import Mathlib

open scoped Matrix

namespace BlockLanczosSelfEnergy

noncomputable section

variable {m r s p : Type*} [Fintype m] [DecidableEq m] [Fintype r] [DecidableEq r]

/-- The self-energy moment `V* A^k V` of order `k`, for an auxiliary Hamiltonian `A`
coupled to the orbitals by `V`. -/
def moment (A : Matrix m m ℂ) (V : Matrix m p ℂ) (k : ℕ) : Matrix p p ℂ :=
  Vᴴ * A ^ k * V

/-- The compressed Hamiltonian `T = Q* A Q`. -/
def compress (Q : Matrix m r ℂ) (A : Matrix m m ℂ) : Matrix r r ℂ :=
  Qᴴ * A * Q

/-- The range of `Q` contains the columns of the Krylov blocks `A^j V` for all `j < n`. -/
def ContainsKrylov (Q : Matrix m r ℂ) (A : Matrix m m ℂ) (V : Matrix m p ℂ) (n : ℕ) : Prop :=
  ∀ j < n, ∃ C : Matrix r p ℂ, A ^ j * V = Q * C

/-- The self-energy `V* (ω - A)⁻¹ V` at a frequency `ω` that is not an eigenvalue of `A`. -/
def selfEnergy (A : Matrix m m ℂ) (V : Matrix m p ℂ) (ω : ℂ) : Matrix p p ℂ :=
  Vᴴ * (ω • (1 : Matrix m m ℂ) - A)⁻¹ * V

/-- The upfolded Hamiltonian: orbitals with Hamiltonian `F`, coupled by `V` to auxiliary
states with Hamiltonian `A`. -/
def upfolded (F : Matrix p p ℂ) (V : Matrix m p ℂ) (A : Matrix m m ℂ) :
    Matrix (p ⊕ m) (p ⊕ m) ℂ :=
  Matrix.fromBlocks F Vᴴ V A

/-- If `Q` has orthonormal columns and its range contains the first `n` Krylov blocks, the
compressed Hamiltonian reproduces each of these blocks: `Q T^j Q* V = A^j V` for `j < n`. -/
theorem krylov_block_reproduced {Q : Matrix m r ℂ} {A : Matrix m m ℂ} {V : Matrix m p ℂ}
    {n : ℕ} (hQ : Qᴴ * Q = 1) (hK : ContainsKrylov Q A V n) (j : ℕ) (hj : j < n) :
    Q * (compress Q A ^ j * (Qᴴ * V)) = A ^ j * V := by
  -- the projector Q Q* leaves the contained blocks unchanged
  have proj : ∀ i < n, Q * (Qᴴ * (A ^ i * V)) = A ^ i * V := by
    intro i hi
    obtain ⟨C, hC⟩ := hK i hi
    rw [hC, ← Matrix.mul_assoc Qᴴ Q C, hQ, Matrix.one_mul]
  induction j with
  | zero => simpa using proj 0 hj
  | succ j ih =>
    have step : Q * (compress Q A ^ (j + 1) * (Qᴴ * V))
        = Q * (Qᴴ * (A * (Q * (compress Q A ^ j * (Qᴴ * V))))) := by
      rw [pow_succ']
      simp only [compress, Matrix.mul_assoc]
    rw [step, ih (by omega), ← Matrix.mul_assoc A, ← pow_succ']
    exact proj (j + 1) hj

/-- For a Hermitian `A`, the moment of order `i + j` is the overlap of the Krylov blocks
`A^i V` and `A^j V`. -/
theorem moment_add {A : Matrix m m ℂ} (hA : A.IsHermitian) (V : Matrix m p ℂ) (i j : ℕ) :
    moment A V (i + j) = (A ^ i * V)ᴴ * (A ^ j * V) := by
  rw [moment, Matrix.conjTranspose_mul, Matrix.conjTranspose_pow, hA.eq, pow_add]
  simp only [Matrix.mul_assoc]

/-- Compression conserves `2n` self-energy moments: if `A` is Hermitian, `Q` has orthonormal columns
and its range contains the blocks `A^j V` for `j < n`, then `V* A^k V = U* T^k U` for all `k < 2n`,
where `T = Q* A Q` and `U = Q* V`. -/
theorem moments_conserved {Q : Matrix m r ℂ} {A : Matrix m m ℂ} {V : Matrix m p ℂ} {n : ℕ}
    (hA : A.IsHermitian) (hQ : Qᴴ * Q = 1) (hK : ContainsKrylov Q A V n)
    (k : ℕ) (hk : k < 2 * n) :
    moment A V k = moment (compress Q A) (Qᴴ * V) k := by
  have hT : (compress Q A).IsHermitian := by
    simp only [Matrix.IsHermitian, compress, Matrix.conjTranspose_mul,
      Matrix.conjTranspose_conjTranspose, hA.eq, Matrix.mul_assoc]
  have overlap : ∀ X : Matrix r p ℂ, (Q * X)ᴴ * (Q * X) = Xᴴ * X := by
    intro X
    rw [Matrix.conjTranspose_mul, Matrix.mul_assoc, ← Matrix.mul_assoc Qᴴ Q X, hQ,
      Matrix.one_mul]
  have energy : ∀ X : Matrix r p ℂ, (Q * X)ᴴ * (A * (Q * X)) = Xᴴ * (compress Q A * X) := by
    intro X
    simp only [compress, Matrix.conjTranspose_mul, Matrix.mul_assoc]
  obtain ⟨i, hi | hi⟩ := Nat.even_or_odd' k
  · -- even order: overlap of two reproduced blocks
    rw [show k = i + i by omega, moment_add hA, moment_add hT,
      ← krylov_block_reproduced hQ hK i (by omega), overlap]
  · -- odd order: one Hamiltonian is left between the two blocks
    rw [show k = i + (i + 1) by omega, moment_add hA, moment_add hT, pow_succ' A,
      pow_succ' (compress Q A), Matrix.mul_assoc A, Matrix.mul_assoc (compress Q A),
      ← krylov_block_reproduced hQ hK i (by omega), energy]

/-- One step of the high-frequency expansion: if `ω - A` is invertible, `ω` times the remainder
of order `N` is the moment of order `N` plus the remainder of order `N + 1`. -/
theorem remainder_step (A : Matrix m m ℂ) (V : Matrix m p ℂ) (ω : ℂ)
    (h : IsUnit (ω • (1 : Matrix m m ℂ) - A).det) (N : ℕ) :
    ω • (Vᴴ * A ^ N * (ω • (1 : Matrix m m ℂ) - A)⁻¹ * V)
      = moment A V N + Vᴴ * A ^ (N + 1) * (ω • (1 : Matrix m m ℂ) - A)⁻¹ * V := by
  have hR := Matrix.mul_nonsing_inv _ h
  generalize (ω • (1 : Matrix m m ℂ) - A)⁻¹ = R at hR ⊢
  rw [Matrix.sub_mul, Matrix.smul_mul, Matrix.one_mul] at hR
  have hR' : ω • R = 1 + A * R := sub_eq_iff_eq_add.mp hR
  calc ω • (Vᴴ * A ^ N * R * V) = Vᴴ * A ^ N * (ω • R) * V := by
        rw [Matrix.mul_smul, Matrix.smul_mul]
    _ = moment A V N + Vᴴ * A ^ (N + 1) * R * V := by
        rw [hR', moment, pow_succ, Matrix.mul_add, Matrix.add_mul, Matrix.mul_one]
        simp only [Matrix.mul_assoc]

/-- Exact error of the compressed self-energy: under the hypotheses of moment conservation, and with
`ω - A` and `ω - T` invertible, `ω^(2n)` times the error is the difference of the two remainders of
order `2n`. -/
theorem selfEnergy_error {Q : Matrix m r ℂ} {A : Matrix m m ℂ} {V : Matrix m p ℂ} {n : ℕ}
    (hA : A.IsHermitian) (hQ : Qᴴ * Q = 1) (hK : ContainsKrylov Q A V n) (ω : ℂ)
    (h : IsUnit (ω • (1 : Matrix m m ℂ) - A).det)
    (h' : IsUnit (ω • (1 : Matrix r r ℂ) - compress Q A).det) :
    ω ^ (2 * n) • (selfEnergy A V ω - selfEnergy (compress Q A) (Qᴴ * V) ω)
      = Vᴴ * A ^ (2 * n) * (ω • (1 : Matrix m m ℂ) - A)⁻¹ * V
        - (Qᴴ * V)ᴴ * compress Q A ^ (2 * n)
          * (ω • (1 : Matrix r r ℂ) - compress Q A)⁻¹ * (Qᴴ * V) := by
  -- remove one conserved moment at a time
  have main : ∀ N ≤ 2 * n,
      ω ^ N • (selfEnergy A V ω - selfEnergy (compress Q A) (Qᴴ * V) ω)
      = Vᴴ * A ^ N * (ω • (1 : Matrix m m ℂ) - A)⁻¹ * V
        - (Qᴴ * V)ᴴ * compress Q A ^ N
          * (ω • (1 : Matrix r r ℂ) - compress Q A)⁻¹ * (Qᴴ * V) := by
    intro N
    induction N with
    | zero =>
      intro _
      simp only [pow_zero, one_smul, Matrix.mul_one, selfEnergy]
    | succ N ih =>
      intro hN
      rw [pow_succ' ω N, mul_smul, ih (by omega), smul_sub, remainder_step A V ω h,
        remainder_step (compress Q A) (Qᴴ * V) ω h',
        moments_conserved hA hQ hK N (by omega), add_sub_add_left_eq_sub]
  exact main (2 * n) le_rfl

/-- Compression conserves the Green's function moments up to order `2n + 1`: under the hypotheses of
moment conservation, the orbital block of the `k`-th power of the upfolded Hamiltonian is unchanged
by the compression for `k ≤ 2n + 1`. -/
theorem greens_moments_conserved [Fintype p] [DecidableEq p]
    {Q : Matrix m r ℂ} {A : Matrix m m ℂ} {V : Matrix m p ℂ} {n : ℕ}
    (hA : A.IsHermitian) (hQ : Qᴴ * Q = 1) (hK : ContainsKrylov Q A V n)
    (F : Matrix p p ℂ) (k : ℕ) (hk : k ≤ 2 * n + 1) :
    (upfolded F V A ^ k).toBlocks₁₁
      = (upfolded F (Qᴴ * V) (compress Q A) ^ k).toBlocks₁₁ := by
  have hM := moments_conserved hA hQ hK
  generalize compress Q A = T at hM ⊢
  generalize Qᴴ * V = U at hM ⊢
  -- block form of one multiplication by the upfolded Hamiltonian
  have up : ∀ j, upfolded F V A ^ (j + 1) = upfolded F V A * Matrix.fromBlocks
      (upfolded F V A ^ j).toBlocks₁₁ (upfolded F V A ^ j).toBlocks₁₂
      (upfolded F V A ^ j).toBlocks₂₁ (upfolded F V A ^ j).toBlocks₂₂ := by
    intro j
    rw [Matrix.fromBlocks_toBlocks, pow_succ']
  have up' : ∀ j, upfolded F U T ^ (j + 1) = upfolded F U T * Matrix.fromBlocks
      (upfolded F U T ^ j).toBlocks₁₁ (upfolded F U T ^ j).toBlocks₁₂
      (upfolded F U T ^ j).toBlocks₂₁ (upfolded F U T ^ j).toBlocks₂₂ := by
    intro j
    rw [Matrix.fromBlocks_toBlocks, pow_succ']
  -- follow the orbital block together with the coupled auxiliary block
  have main : ∀ j, (j ≤ 2 * n + 1 →
      (upfolded F V A ^ j).toBlocks₁₁ = (upfolded F U T ^ j).toBlocks₁₁) ∧
      (∀ i, i + j ≤ 2 * n → Vᴴ * A ^ i * (upfolded F V A ^ j).toBlocks₂₁
        = Uᴴ * T ^ i * (upfolded F U T ^ j).toBlocks₂₁) := by
    intro j
    induction j with
    | zero =>
      simp only [pow_zero, ← Matrix.fromBlocks_one, Matrix.toBlocks_fromBlocks₁₁,
        Matrix.toBlocks_fromBlocks₂₁, Matrix.mul_zero, implies_true, and_self]
    | succ j ih =>
      rw [up, up']
      generalize upfolded F V A ^ j = X at ih ⊢
      generalize upfolded F U T ^ j = Y at ih ⊢
      simp only [upfolded, Matrix.fromBlocks_multiply, Matrix.toBlocks_fromBlocks₁₁,
        Matrix.toBlocks_fromBlocks₂₁]
      constructor
      · intro hj
        have h0 := ih.2 0 (by omega)
        simp only [pow_zero, Matrix.mul_one] at h0
        rw [ih.1 (by omega), h0]
      · intro i hi
        have h1 : Vᴴ * A ^ i * V = Uᴴ * T ^ i * U := hM i (by omega)
        have h2 := ih.2 (i + 1) (by omega)
        simp only [pow_succ, ← Matrix.mul_assoc] at h2
        simp only [Matrix.mul_add, ← Matrix.mul_assoc]
        rw [h1, h2, ih.1 (by omega)]
  exact (main k).1 hk

/-- Two auxiliary sites with unit hopping between them. -/
def dimer : Matrix (Fin 2) (Fin 2) ℂ := !![0, 1; 1, 0]

/-- The first site of the dimer, as a single column. -/
def site : Matrix (Fin 2) (Fin 1) ℂ := !![1; 0]

/-- The count `2n` is sharp for `n = 1`: the dimer with `V = Q` equal to its first site meets
all hypotheses of moment conservation, and its moment of order 2 is not conserved. -/
theorem moments_conserved_sharp_witness :
    dimer.IsHermitian ∧ siteᴴ * site = 1 ∧ ContainsKrylov site dimer site 1 ∧
      moment dimer site 2 ≠ moment (compress site dimer) (siteᴴ * site) 2 := by
  refine ⟨?_, ?_, ?_, ?_⟩
  · ext i j
    fin_cases i <;> fin_cases j <;> simp [dimer]
  · ext i j
    fin_cases i
    fin_cases j
    simp [site, Matrix.mul_apply, Fin.sum_univ_succ]
  · intro j hj
    obtain rfl : j = 0 := by omega
    exact ⟨1, by simp⟩
  · intro h
    have h00 := congrFun (congrFun h 0) 0
    simp [moment, compress, dimer, site, pow_two, Matrix.mul_apply,
      Fin.sum_univ_succ] at h00

end

end BlockLanczosSelfEnergy
```

```lean
#print axioms BlockLanczosSelfEnergy.moments_conserved
#print axioms BlockLanczosSelfEnergy.selfEnergy_error
#print axioms BlockLanczosSelfEnergy.greens_moments_conserved
```

```
'BlockLanczosSelfEnergy.moments_conserved' depends on axioms: [propext, Classical.choice, Quot.sound]
'BlockLanczosSelfEnergy.selfEnergy_error' depends on axioms: [propext, Classical.choice, Quot.sound]
'BlockLanczosSelfEnergy.greens_moments_conserved' depends on axioms: [propext, Classical.choice, Quot.sound]
```

The index types `m`, `r` and `p` label auxiliary states, compressed states and orbitals, and `ᴴ` is the star above. `moment A V k` is $M_k$, `compress Q A` is $T$, and `Qᴴ * V` is $U$. `ContainsKrylov Q A V n` says that each $A^jV$ with $j<n$ factors as $QC$. The main theorem, `moments_conserved`, takes this condition, `hA` (Hermiticity) and `hQ` (orthonormal columns), and concludes equality for `k < 2 * n`. For $n=0$ that range is empty.

`krylov_block_reproduced` is the block induction, with `proj` as the projector step. `moment_add` splits a moment into an overlap. `moments_conserved` then separates even from odd $k$ by `Nat.even_or_odd'`; `overlap` removes $Q^*Q$, and `energy` turns the remaining $A$ into $T$.

`remainder_step` is one step of the frequency expansion, and `selfEnergy_error` iterates it. Its hypotheses `h` and `h'` state that $\omega-A$ and $\omega-T$ have invertible determinants. In `greens_moments_conserved`, the first two `generalize` lines forget how $T$ and $U$ were built, so only equality of moments enters; `main` carries both statements of the recursion together. `moments_conserved_sharp_witness` evaluates the opening example entry by entry and shows that order 2 can fail when $n=1$.

## Exact for a given basis, silent on how the basis was computed

The theorems hold for any $Q$ that meets the hypotheses. They contain no Lanczos recursion, no block-tridiagonal form of $T$ and no rounding. A code that loses orthogonality has left the hypothesis $Q^*Q=1$, and the theorems no longer guarantee its moments.

The step from this model to a real GW calculation is the construction of a finite Hermitian $A$ and a coupling $V$ that represent the correlation part of its self-energy. The theorems give no bound on the error of an individual quasiparticle energy: the error formula still contains both resolvents, which can be large near a pole.

Hermiticity matters from $n=2$ on. Let $A$ permute three sites cyclically, $e_1\to e_2\to e_3\to e_1$, with $V=e_1$ and $Q=(e_1,e_2)$. The range of $Q$ contains $V$ and $AV$, yet $V^*A^3V=1$ while $T^2=0$ gives $U^*T^3U=0$. This $A$ is unitary, so unitarity is no substitute for Hermiticity.
